# With j = l − 1/2 filled first, the greatest total m of a shell is Hund's J

**A:** Put $n$ electrons into a shell $l$, filling the $2l$ states of $j=l-1/2$ before the $2l+2$ states of $j=l+1/2$. The greatest total $m$ that the Pauli principle allows is $L-S$ for $n\le 2l$ and $L+S$ for $2l<n\le 4l+2$, where $L$ and $S$ follow from Hund's first two rules.

**Q:** Why should two coupling schemes agree? Show me the arithmetic.

**A:** Take a multiplet of $N$ states with projections $(N-1)/2-i$, $i=0,\dots,N-1$. The $k$ highest add up to
$$T(N,k)=\frac{k(N-1)}2-\frac{k(k-1)}2=\frac{k(N-k)}2 .$$

Hund's rules fill spin-up orbitals first, with $N=2l+1$. For $n\le 2l$ this gives $S=n/2$ and $L=T(2l+1,n)$, so
$$L-S=\frac{n(2l+1-n)}2-\frac n2=\frac{n(2l-n)}2=T(2l,n),$$
which is the jj maximum, since all electrons sit in $j=l-1/2$.

For $n=2l+1+d$, with $d$ spin-down electrons, the full spin-up half adds nothing to $L$. Then $S=(2l+1-d)/2$ and $L=d(2l+1-d)/2$, so
$$L+S=\frac{(d+1)(2l+1-d)}2=T(2l+2,d+1).$$
In jj coupling the lower subshell is full and contributes zero, and $d+1$ electrons remain for the upper one. The two sides agree again.

**Q:** How are the electrons described in the Lean version?

**A:** By the finite set of occupied states in each multiplet, so no state is used twice. `proj` is the magnetic quantum number, counted down from the top: $m_l$ for orbitals, $m_j$ for a $j$ subshell. `totalM` sums it, and `topM` is my $T$.

```lean
import Mathlib

open Finset

namespace HundJJ

/-- The magnetic quantum number of state `i` in a multiplet of `N` states, counted downwards
from the highest value `(N - 1) / 2`. -/
def proj {N : ℕ} (i : Fin N) : ℚ := ((N : ℚ) - 1) / 2 - ((i : ℕ) : ℚ)

/-- The total magnetic quantum number of electrons occupying the distinct states in `s`. -/
def totalM {N : ℕ} (s : Finset (Fin N)) : ℚ := ∑ i ∈ s, proj i

/-- The number `k (N - k) / 2`, for `k` electrons in a multiplet of `N` states. -/
def topM (N k : ℕ) : ℚ := (k : ℚ) * ((N : ℚ) - k) / 2
```

`pairTotals` collects the totals of two multiplets with fixed occupations, and `jjTotals` applies it to the two $j$ subshells. Filling the lower $j$ first is an assumption; it stands for the limit in which spin–orbit coupling outweighs the repulsion between the electrons. That coupling lowers $j=l-1/2$ for an electron attracted by a nucleus.

```lean
/-- The total magnetic quantum numbers available to `a` electrons in a multiplet of `N` states
together with `b` electrons in a multiplet of `N'` states. -/
def pairTotals (N N' a b : ℕ) : Set ℚ :=
  {M | ∃ s : Finset (Fin N), ∃ t : Finset (Fin N'),
    s.card = a ∧ t.card = b ∧ totalM s + totalM t = M}

/-- The total `m` values in jj coupling: `min n (2l)` electrons are in the `2l` states of
`j = l - 1/2`, and the rest are in the `2l + 2` states of `j = l + 1/2`. -/
def jjTotals (l n : ℕ) : Set ℚ :=
  pairTotals (2 * l) (2 * l + 2) (min n (2 * l)) (n - min n (2 * l))
```

**Q:** And did you simply insert Hund's $L$ and $S$ as formulas?

**A:** No. $S$ is defined as the greatest $M_S$ over all occupations of the spin-up and spin-down orbitals, and $L$ as the greatest $M_L$ among those with $M_S=S$. `IsGreatest` means that the value is attained and never exceeded.

```lean
/-- The values of `M_S` for `n` electrons distributed over the spin-up and spin-down copies
of the `2l + 1` orbitals. -/
def spinTotals (l n : ℕ) : Set ℚ :=
  {M | ∃ up down : Finset (Fin (2 * l + 1)),
    up.card + down.card = n ∧ ((up.card : ℚ) - down.card) / 2 = M}

/-- The values of `M_L` for `n` electrons in the shell `l` whose total spin projection
is `S`. -/
def orbitalTotals (l n : ℕ) (S : ℚ) : Set ℚ :=
  {M | ∃ up down : Finset (Fin (2 * l + 1)),
    up.card + down.card = n ∧ ((up.card : ℚ) - down.card) / 2 = S ∧
      totalM up + totalM down = M}

/-- Hund's first two rules: `S` is the greatest `M_S` of the shell, and `L` is the greatest
`M_L` among the occupations with `M_S = S`. -/
def IsHundTerm (l n : ℕ) (L S : ℚ) : Prop :=
  IsGreatest (spinTotals l n) S ∧ IsGreatest (orbitalTotals l n S) L
```

**Q:** How do you know that no cleverer choice of states beats $T(N,k)$?

**A:** By induction on the highest occupied index $a$. The other $k$ electrons have smaller indices, so $k\le a$, and the new one adds at most $(N-1)/2-k=T(N,k+1)-T(N,k)$. `nlinarith` closes that inequality. `exists_top` then builds the optimal set state by state, and for two multiplets the maxima add.

```lean
/-- Electrons in distinct states of a multiplet of `N` states have total magnetic quantum
number at most `k (N - k) / 2`, where `k` is their number. -/
theorem totalM_le {N : ℕ} (s : Finset (Fin N)) : totalM s ≤ topM N s.card := by
  refine Finset.induction_on_max s ?_ ?_
  · simp [totalM, topM]
  · intro a t ha ih
    have hn : a ∉ t := fun h => lt_irrefl a (ha a h)
    -- all states of `t` lie above `a` in projection, so there are at most `a` of them
    have hc : t.card ≤ (a : ℕ) := by
      have h := Finset.card_le_card
        (show t ⊆ Finset.Iio a from fun x hx => Finset.mem_Iio.mpr (ha x hx))
      rwa [Fin.card_Iio] at h
    have hq : (t.card : ℚ) ≤ ((a : ℕ) : ℚ) := by exact_mod_cast hc
    have hsum : totalM (insert a t) = proj a + totalM t := Finset.sum_insert hn
    rw [hsum, Finset.card_insert_of_notMem hn]
    simp only [topM, proj] at ih ⊢
    push_cast
    nlinarith [ih, hq]

/-- For `k ≤ N`, some choice of `k` distinct states among the `k` highest projections has total
magnetic quantum number `k (N - k) / 2`. -/
theorem exists_top (N k : ℕ) (h : k ≤ N) :
    ∃ s : Finset (Fin N), (∀ x ∈ s, (x : ℕ) < k) ∧ s.card = k ∧ totalM s = topM N k := by
  induction k with
  | zero => exact ⟨∅, by simp, by simp, by simp [totalM, topM]⟩
  | succ k ih =>
    obtain ⟨s, hs, hc, hm⟩ := ih (by omega)
    have hn : (⟨k, by omega⟩ : Fin N) ∉ s := fun hx => lt_irrefl k (hs _ hx)
    refine ⟨insert ⟨k, by omega⟩ s, ?_, ?_, ?_⟩
    · intro x hx
      rcases Finset.mem_insert.mp hx with hx | hx
      · rw [hx]
        exact Nat.lt_succ_self k
      · exact Nat.lt_succ_of_lt (hs x hx)
    · rw [Finset.card_insert_of_notMem hn, hc]
    · have hsum : totalM (insert (⟨k, by omega⟩ : Fin N) s)
          = proj (⟨k, by omega⟩ : Fin N) + totalM s := Finset.sum_insert hn
      rw [hsum, hm]
      simp only [proj, topM]
      push_cast
      ring

/-- For two multiplets with fixed occupations not exceeding their numbers of states, the
greatest total magnetic quantum number is the sum of the two separate maxima. -/
theorem pairTotals_greatest {N N' a b : ℕ} (ha : a ≤ N) (hb : b ≤ N') :
    IsGreatest (pairTotals N N' a b) (topM N a + topM N' b) := by
  obtain ⟨s, -, hs, hsm⟩ := exists_top N a ha
  obtain ⟨t, -, ht, htm⟩ := exists_top N' b hb
  refine ⟨⟨s, t, hs, ht, by rw [hsm, htm]⟩, ?_⟩
  rintro M ⟨p, q, hp, hq, rfl⟩
  rw [← hp, ← hq]
  exact add_le_add (totalM_le p) (totalM_le q)
```

**Q:** And the Hund term?

**A:** `hund_term` takes `u` spin-up and `d` spin-down electrons, with `d = 0` or all $2l+1$ spin-up orbitals occupied. No occupation has more spin-up electrons, which bounds $M_S$. Fixing $n$ and $M_S$ then fixes the numbers of spin-up and spin-down electrons, so the previous bound gives $L$. Greatest elements are unique, hence so is the term.

```lean
/-- The Hund term of `u` spin-up and `d` spin-down electrons, each at most `2l + 1` in number,
when spin-down states are used only once all spin-up states are full. -/
theorem hund_term {l u d : ℕ} (hu : u ≤ 2 * l + 1) (hd : d ≤ 2 * l + 1)
    (h : d = 0 ∨ u = 2 * l + 1) :
    IsHundTerm l (u + d) (topM (2 * l + 1) u + topM (2 * l + 1) d)
      (((u : ℚ) - (d : ℚ)) / 2) := by
  obtain ⟨s, -, hs, hsm⟩ := exists_top (2 * l + 1) u hu
  obtain ⟨t, -, ht, htm⟩ := exists_top (2 * l + 1) d hd
  refine ⟨⟨⟨s, t, by rw [hs, ht], by rw [hs, ht]⟩, ?_⟩,
    ⟨⟨s, t, by rw [hs, ht], by rw [hs, ht], by rw [hsm, htm]⟩, ?_⟩⟩
  · rintro M ⟨p, q, hpq, rfl⟩
    have hp : p.card ≤ 2 * l + 1 := (Finset.card_le_univ p).trans_eq (Fintype.card_fin _)
    have h1 : (p.card : ℚ) ≤ u := by exact_mod_cast (show p.card ≤ u by omega)
    have h2 : (d : ℚ) ≤ q.card := by exact_mod_cast (show d ≤ q.card by omega)
    linarith
  · rintro M ⟨p, q, hpq, hS, rfl⟩
    -- the particle number and the spin projection fix both occupations
    have hsum : (p.card : ℚ) + q.card = u + d := by exact_mod_cast hpq
    have e1 : p.card = u := by
      have : (p.card : ℚ) = u := by linarith
      exact_mod_cast this
    have e2 : q.card = d := by omega
    rw [← e1, ← e2]
    exact add_le_add (totalM_le p) (totalM_le q)

/-- Hund's first two rules determine `L` and `S` uniquely. -/
theorem hund_term_unique {l n : ℕ} {L S L' S' : ℚ} (h : IsHundTerm l n L S)
    (h' : IsHundTerm l n L' S') : L = L' ∧ S = S' := by
  obtain ⟨hS, hL⟩ := h
  obtain ⟨hS', hL'⟩ := h'
  have e : S = S' := hS.unique hS'
  rw [← e] at hL'
  exact ⟨hL.unique hL', e⟩
```

The main theorem assumes only `IsHundTerm l n L S`, which already forces $n\le 4l+2$. It splits at $n=2l$, inserts the closed forms, and `ring` checks the two identities above.

```lean
/-- The greatest total `m` of the jj filling, with `j = l - 1/2` filled first, is `L - S` for
`n ≤ 2l` and `L + S` for `n > 2l`, where `L` and `S` obey Hund's first two rules. -/
theorem jj_greatest_eq_hund_J {l n : ℕ} {L S : ℚ} (h : IsHundTerm l n L S) :
    (n ≤ 2 * l → IsGreatest (jjTotals l n) (L - S)) ∧
      (2 * l < n → IsGreatest (jjTotals l n) (L + S)) := by
  -- a Hund term exists only if the electrons fit into the shell
  have hcap : n ≤ 4 * l + 2 := by
    obtain ⟨⟨⟨p, q, hpq, -⟩, -⟩, -⟩ := h
    have hp : p.card ≤ 2 * l + 1 := (Finset.card_le_univ p).trans_eq (Fintype.card_fin _)
    have hq : q.card ≤ 2 * l + 1 := (Finset.card_le_univ q).trans_eq (Fintype.card_fin _)
    omega
  have g : IsGreatest (jjTotals l n)
      (topM (2 * l) (min n (2 * l)) + topM (2 * l + 2) (n - min n (2 * l))) :=
    pairTotals_greatest (by omega) (by omega)
  constructor
  · intro hn
    obtain ⟨hL, hS⟩ := hund_term_unique h
      (hund_term (l := l) (u := n) (d := 0) (by omega) (by omega) (Or.inl rfl))
    rw [min_eq_left hn, Nat.sub_self] at g
    have e : L - S = topM (2 * l) n + topM (2 * l + 2) 0 := by
      rw [hL, hS]
      simp only [topM]
      push_cast
      ring
    rw [e]
    exact g
  · intro hn
    obtain ⟨d, rfl⟩ : ∃ d, n = 2 * l + 1 + d := ⟨n - (2 * l + 1), by omega⟩
    obtain ⟨hL, hS⟩ := hund_term_unique h
      (hund_term (l := l) (u := 2 * l + 1) (d := d) le_rfl (by omega) (Or.inr rfl))
    have hd : 2 * l + 1 + d - 2 * l = d + 1 := by omega
    rw [min_eq_right hn.le, hd] at g
    have e : L + S = topM (2 * l) (2 * l) + topM (2 * l + 2) (d + 1) := by
      rw [hL, hS]
      simp only [topM]
      push_cast
      ring
    rw [e]
    exact g
```

**Q:** Hund's third rule says $|L-S|$, and it switches at half filling.

**A:** For $n\le 2l$ we have $L-S=n(2l-n)/2\ge 0$, so the modulus changes nothing. At half filling, $n=2l+1$, we have $L=0$, so $|L-S|$ and $L+S$ both equal $S$.

```lean
/-- For `n ≤ 2l` the Hund term has `S ≤ L`, and `L = S` when `n = 2l`. -/
theorem hund_spin_le_orbital {l n : ℕ} {L S : ℚ} (h : IsHundTerm l n L S)
    (hn : n ≤ 2 * l) : S ≤ L ∧ (n = 2 * l → L = S) := by
  obtain ⟨hL, hS⟩ := hund_term_unique h
    (hund_term (l := l) (u := n) (d := 0) (by omega) (by omega) (Or.inl rfl))
  have e : L - S = (n : ℚ) * (2 * (l : ℚ) - n) / 2 := by
    rw [hL, hS]
    simp only [topM]
    push_cast
    ring
  have hq : (n : ℚ) ≤ 2 * (l : ℚ) := by exact_mod_cast hn
  have hp := mul_nonneg (Nat.cast_nonneg n : (0 : ℚ) ≤ n) (sub_nonneg.mpr hq)
  refine ⟨by linarith, fun h2 => ?_⟩
  have h3 : (n : ℚ) = 2 * (l : ℚ) := by exact_mod_cast h2
  have h4 : L - S = 0 := by rw [e, h3]; ring
  linarith
```

**Q:** Does it survive $l=0$?

**A:** Yes. The lower subshell then has no states, and $n=0,1,2$ give $0,\tfrac12,0$ on both sides.

**Q:** Where would I meet this in a calculation?

**A:** In a relativistic calculation on Nd³⁺, $4f^3$, a starting determinant can occupy $m=\tfrac52,\tfrac32,\tfrac12$ of $4f_{5/2}$. Its total is $\tfrac92$, and Hund's values give $6-\tfrac32=\tfrac92$. This is counting within one shell, without electron repulsion.

```lean
/-- Three electrons in an f shell have the Hund values `L = 6` and `S = 3/2`. -/
theorem hund_term_witness : IsHundTerm 3 3 6 (3 / 2) := by
  have h := hund_term (l := 3) (u := 3) (d := 0) (by omega) (by omega) (Or.inl rfl)
  have e1 : topM (2 * 3 + 1) 3 + topM (2 * 3 + 1) 0 = 6 := by norm_num [topM]
  have e2 : (((3 : ℕ) : ℚ) - ((0 : ℕ) : ℚ)) / 2 = 3 / 2 := by norm_num
  rw [e1, e2] at h
  exact h

end HundJJ
```

```lean
#print axioms HundJJ.jj_greatest_eq_hund_J
-- 'HundJJ.jj_greatest_eq_hund_J' depends on axioms: [propext, Classical.choice, Quot.sound]
#print axioms HundJJ.hund_spin_le_orbital
-- 'HundJJ.hund_spin_le_orbital' depends on axioms: [propext, Classical.choice, Quot.sound]
```

**Q:** So have you derived the ground level?

**A:** No. The step left to physics is from the greatest $m$ to the $J$ of the true ground level. The raising operator annihilates the top state, so that state has $J=m$, but which level lies lowest depends on a Hamiltonian, and none appears here. The theorem equates numbers; the jj determinant and the Hund state are in general different wave functions.
